# Multiplying a finite Hermitian matrix entrywise by overlaps of normalised states does not widen its spectrum

What happens to a particle's energy levels when its environment records which site it occupies depends on how that record enters the Hamiltonian. Here it enters as one fixed matrix $C$, which multiplies the Hamiltonian $H$ element by element:

$$K_{ij} = H_{ij}\,C_{ij}, \qquad K = H \odot C .$$

The choice comes from taking orthonormal site states $|i\rangle$ and attaching a normalised environment state $|e_i\rangle$ to each. Between the product states $|i\rangle|e_i\rangle$ and $|j\rangle|e_j\rangle$, the operator $H\otimes 1$ has the matrix element $H_{ij}\langle e_i|e_j\rangle$, so $C_{ij}=\langle e_i|e_j\rangle$. That the motion stays within the span of these product states, with the environment's own energy left out, is a physical assumption and is not derived here.

"Dephasing" usually names such a multiplication of a density matrix; in the Lean code below the word is used for the Hamiltonian. "Narrows" there refers to the distance between the lowest and highest level, which may also stay the same, and not to the width of spectral lines.

## Bounds on the lowest and highest level

Let $H$ be Hermitian, of finite size at least one, and let $C$ be positive semidefinite with $C_{ii}=1$. Write $\lambda_{\min}$ and $\lambda_{\max}$ for the smallest and largest eigenvalue. Then

$$\lambda_{\min}(H)\le\lambda_{\min}(K),\qquad \lambda_{\max}(K)\le\lambda_{\max}(H).$$

Positivity of $C$ holds for any overlap matrix, and the unit diagonal says that the environment states are normalised. Equality is allowed: a single site, or a diagonal $H$, gives $K=H$.

**Products of positive matrices.** Let $A$ and $C$ be positive semidefinite, and write $A=B^\dagger B$ and $C=D^\dagger D$. Then $A\otimes C=(B\otimes D)^\dagger(B\otimes D)$ is positive semidefinite, with elements $(A\otimes C)_{(i,k),(j,l)}=A_{ij}C_{kl}$. For any vector $x$, set $y_{(i,k)}=x_i\delta_{ik}$. Then

$$0\le y^\dagger(A\otimes C)y=\sum_{ij}x_i^*A_{ij}C_{ij}x_j = x^\dagger(A\odot C)x .$$

**Eigenvalue bounds as positivity.** In the eigenbasis of a Hermitian $A$ with eigenvalues $a_k$, the matrix $A-a1$ is diagonal with entries $a_k-a$. It is therefore positive semidefinite exactly when $a\le\lambda_{\min}(A)$. In the same way, $b1-A$ is positive semidefinite exactly when $\lambda_{\max}(A)\le b$.

**The shift.** Take $a=\lambda_{\min}(H)$, so that $H-a1$ is positive semidefinite. Its entrywise product with $C$ is positive semidefinite too. Because $C_{ii}=1$, we have $1\odot C=1$, and hence

$$(H-a1)\odot C=K-a1 .$$

This gives $a\le\lambda_{\min}(K)$. With $b=\lambda_{\max}(H)$, the identity $(b1-H)\odot C=b1-K$ gives the upper bound. Subtracting the two bounds shows that the width $\lambda_{\max}-\lambda_{\min}$ does not grow.

**The converse.** Suppose that $C$ is Hermitian and that $\lambda_{\min}(H)\le\lambda_{\min}(H\odot C)$ for every Hermitian $H$ of the same size. The all-ones matrix $J$ satisfies $x^\dagger Jx=|\sum_i x_i|^2\ge0$, so $\lambda_{\min}(J)\ge0$. Since $J\odot C=C$, the matrix $C$ is positive semidefinite. For $H=1$ the product is diagonal with entries $C_{ii}$, so $C_{ii}\ge1$. For $H=-1$ the entries are $-C_{ii}\ge-1$, so $C_{ii}\le1$. Together, $C_{ii}=1$.

## Two sites with a reduced hopping

In a simple polaron approximation for a finite one-particle model, each hopping element is multiplied by the overlap of two displaced vibrational ground states. The coupling also shifts the site energies; if these shifts are already included in the diagonal of $H$, the bounds limit where the levels of the approximate Hamiltonian can lie. The site energies below are taken to include them. Take two sites with energies 0 and 3 and hopping 2, in some energy unit. The levels are $\tfrac32\pm\tfrac52$, that is $-1$ and $4$. Let an oscillator be in the coherent state of real amplitude $\alpha$ or $-\alpha$, depending on the site. The overlap is $e^{-2\alpha^2}$, which equals $\tfrac12$ for $\alpha^2=\tfrac12\ln2$. Then

$$K=\begin{pmatrix}0&1\\1&3\end{pmatrix},\qquad \lambda=\tfrac32\pm\tfrac12\sqrt{13}\approx-0.30,\ 3.30 .$$

Both levels have moved inwards, and the width has dropped from 5 to about 3.61.

## Small factors without positivity

For these bounds it is not enough that $C$ is Hermitian with unit diagonal and that no element exceeds 1 in modulus. On three sites, take $H=J$, with eigenvalues $0,0,3$, and

$$C=\begin{pmatrix}1&1&1\\1&1&-1\\1&-1&1\end{pmatrix}.$$

Then $K=C$ has eigenvalues $-1,2,2$. No matrix element has grown in magnitude, yet the lowest level has fallen from $0$ to $-1$. The width is 3 both before and after, but it can grow as well: if $H_{11}$ is raised from 1 to 3, the same $C$ changes the width from 4 to $\sqrt{17}\approx4.12$. The elements of this $C$ cannot be overlaps of normalised states: $e_1=e_2$ and $e_1=e_3$ would force $\langle e_2|e_3\rangle=1$.

## Overlaps and entrywise products in Lean

Sites are labelled by a type `n`, and matrices have complex entries.

```lean
import Mathlib

open Matrix Finset
open scoped ComplexOrder Kronecker

namespace DephasingNarrowsSpectra

noncomputable section

variable {n : Type*} {A H C : Matrix n n ℂ}
```

An environment state `e i` is a vector with components labelled by a finite type `m`. The expression `star (e i) ⬝ᵥ e j` is $\langle e_i|e_j\rangle$, conjugate-linear in the first argument. Normalisation is not part of this definition.

```lean
/-- The matrix of overlaps of environment states `e i`, one attached to each site `i`. -/
def overlap {m : Type*} [Fintype m] (e : n → m → ℂ) : Matrix n n ℂ :=
  Matrix.of fun i j => star (e i) ⬝ᵥ e j
```

If the environment states are the columns of a matrix $E$, the overlap matrix is $E^\dagger E$. The proof checks this element by element and then uses the positivity of $E^\dagger E$.

```lean
/-- The matrix of overlaps of finitely many environment states is positive semidefinite. -/
theorem overlap_posSemidef [Finite n] {m : Type*} [Fintype m] (e : n → m → ℂ) :
    (overlap e).PosSemidef := by
  have h : overlap e = (Matrix.of fun k i => e i k)ᴴ * (Matrix.of fun k i => e i k) := by
    ext i j
    simp [overlap, Matrix.mul_apply, dotProduct]
  rw [h]
  exact Matrix.posSemidef_conjTranspose_mul_self _
```

The real eigenvalues used below are defined in Mathlib from a proof that the matrix is Hermitian, so $K$ needs such a proof. The next lemma supplies this from $(H_{ji}C_{ji})^*=H_{ij}C_{ij}$.

```lean
/-- The entrywise product of two Hermitian matrices is Hermitian. -/
theorem dephased_isHermitian (hH : H.IsHermitian) (hC : C.IsHermitian) :
    (H ⊙ C).IsHermitian := by
  refine Matrix.IsHermitian.ext fun i j => ?_
  rw [Matrix.hadamard_apply, Matrix.hadamard_apply, star_mul', hH.apply, hC.apply]
```

From here on the set of sites is finite. The Schur product theorem, in its semidefinite form, follows the argument by hand: `hA.kronecker hC` is the positivity of $A\otimes C$, and `submatrix` with the map `i ↦ (i, i)` keeps the rows and columns labelled by equal pairs. This selection does the work of the vector $y$.

```lean
variable [Fintype n]

/-- Schur product theorem: the entrywise product of two positive semidefinite matrices is
positive semidefinite. -/
theorem schur_product (hA : A.PosSemidef) (hC : C.PosSemidef) : (A ⊙ C).PosSemidef := by
  classical
  -- the entrywise product is a principal block of the Kronecker product
  have h := (hA.kronecker hC).submatrix (fun i : n => (i, i))
  have e : (A ⊗ₖ C).submatrix (fun i : n => (i, i)) (fun i : n => (i, i)) = A ⊙ C := by
    ext i j
    simp [Matrix.hadamard_apply]
  rwa [e] at h
```

## Eigenvalue bounds as positivity statements

Both shifted matrices, $A-a1$ and $b1-A$, have the form $sA+t1$ with real $s$ and $t$, so one lemma serves for both. In its proof the columns of `U` are orthonormal eigenvectors, and `D` is diagonal with entries $sa_k+t$. The step `hU` is the eigenvalue equation for all columns at once, $(sA+t1)U=UD$. Multiplying by $U^\dagger$ and $U$ on the appropriate sides carries positivity from $sA+t1$ to $D$ and back, and a diagonal matrix is positive semidefinite exactly when its entries are non-negative.

```lean
variable [DecidableEq n]

/-- For Hermitian `A` and real `s`, `t`, the matrix `s A + t` is positive semidefinite exactly
when `s a + t` is non-negative for every eigenvalue `a` of `A`. -/
theorem posSemidef_affine_iff (hA : A.IsHermitian) (s t : ℝ) :
    ((s : ℂ) • A + (t : ℂ) • (1 : Matrix n n ℂ)).PosSemidef ↔
      ∀ k, 0 ≤ s * hA.eigenvalues k + t := by
  let U : Matrix n n ℂ := hA.eigenvectorUnitary
  let D : Matrix n n ℂ := Matrix.diagonal fun k => ((s * hA.eigenvalues k + t : ℝ) : ℂ)
  have h1 : U * Uᴴ = 1 := Matrix.mem_unitaryGroup_iff.1 hA.eigenvectorUnitary.2
  have h2 : Uᴴ * U = 1 := mul_eq_one_comm.1 h1
  -- the columns of `U` are eigenvectors
  have hU : ((s : ℂ) • A + (t : ℂ) • (1 : Matrix n n ℂ)) * U = U * D := by
    ext i k
    have h : (A * U) i k = (hA.eigenvalues k : ℂ) * U i k := by
      have h := congrFun (hA.mulVec_eigenvectorBasis k) i
      simpa [U, Matrix.mul_apply, Matrix.mulVec, dotProduct,
        Matrix.IsHermitian.eigenvectorUnitary_apply] using h
    simp only [D, Matrix.add_mul, Matrix.smul_mul, Matrix.one_mul, Matrix.mul_diagonal,
      Matrix.add_apply, Matrix.smul_apply, smul_eq_mul, h]
    push_cast
    ring
  have hD : D.PosSemidef ↔ ∀ k, 0 ≤ s * hA.eigenvalues k + t :=
    Matrix.posSemidef_diagonal_iff.trans (forall_congr' fun k => Complex.zero_le_real)
  refine Iff.trans ⟨fun h => ?_, fun h => ?_⟩ hD
  · have h' := h.conjTranspose_mul_mul_same U
    rwa [Matrix.mul_assoc, hU, ← Matrix.mul_assoc, h2, Matrix.one_mul] at h'
  · have h' := h.mul_mul_conjTranspose_same U
    rwa [← hU, Matrix.mul_assoc, h1, Matrix.mul_one] at h'
```

The assumption `Nonempty n` says that there is at least one site, so a smallest and a largest eigenvalue exist. The name `lmin` stands for $\lambda_{\min}$, the ground-state energy when the matrix is a Hamiltonian. Its argument is the proof that the matrix is Hermitian, from which Lean reads off the matrix itself; thus `lmin hH` means $\lambda_{\min}(H)$.

```lean
variable [Nonempty n]

/-- The smallest eigenvalue of a Hermitian matrix of size at least one. -/
def lmin (hA : A.IsHermitian) : ℝ := univ.inf' univ_nonempty hA.eigenvalues
```

The largest eigenvalue, `lmax`, is defined in the same way with a maximum.

```lean
/-- The largest eigenvalue of a Hermitian matrix of size at least one. -/
def lmax (hA : A.IsHermitian) : ℝ := univ.sup' univ_nonempty hA.eigenvalues
```

The lower bound is the case $s=1$, $t=-a$ of the affine lemma. A number lies below a minimum exactly when it lies below every member of the family, which is `Finset.le_inf'_iff`.

```lean
/-- A real `a` is at most the smallest eigenvalue of a Hermitian `A` exactly when `A - a` is
positive semidefinite. -/
theorem le_lmin_iff (hA : A.IsHermitian) (a : ℝ) :
    a ≤ lmin hA ↔ (A - (a : ℂ) • (1 : Matrix n n ℂ)).PosSemidef := by
  have e : A - (a : ℂ) • (1 : Matrix n n ℂ) =
      ((1 : ℝ) : ℂ) • A + ((-a : ℝ) : ℂ) • (1 : Matrix n n ℂ) := by
    push_cast
    module
  rw [e, posSemidef_affine_iff hA, lmin, Finset.le_inf'_iff]
  exact ⟨fun h k => by linarith [h k (mem_univ k)], fun h k _ => by linarith [h k]⟩
```

The upper bound is the case $s=-1$, $t=b$.

```lean
/-- A real `b` is at least the largest eigenvalue of a Hermitian `A` exactly when `b - A` is
positive semidefinite. -/
theorem lmax_le_iff (hA : A.IsHermitian) (b : ℝ) :
    lmax hA ≤ b ↔ ((b : ℂ) • (1 : Matrix n n ℂ) - A).PosSemidef := by
  have e : (b : ℂ) • (1 : Matrix n n ℂ) - A =
      ((-1 : ℝ) : ℂ) • A + (b : ℂ) • (1 : Matrix n n ℂ) := by
    push_cast
    module
  rw [e, posSemidef_affine_iff hA, lmax, Finset.sup'_le_iff]
  exact ⟨fun h k => by linarith [h k (mem_univ k)], fun h k _ => by linarith [h k]⟩
```

## The narrowing theorem and its converse

The hypotheses are that `H` is Hermitian, that `C` is positive semidefinite, and that `C i i = 1` for every site. The long argument `dephased_isHermitian hH hC.isHermitian` identifies the matrix whose eigenvalues are meant, namely $K$.

In each half, `h` is the Schur product theorem applied to the shifted Hamiltonian, and `e` is the identity that pulls the shift out of the product. That identity is checked separately on the diagonal, where `hd` enters, and off the diagonal, where the shift vanishes. The last line of each half turns positivity back into an eigenvalue bound.

```lean
/-- Dephasing narrows spectra: multiplying a Hermitian `H` entrywise by a positive semidefinite
`C` with unit diagonal does not lower the smallest or raise the largest eigenvalue. -/
theorem dephasing_narrows_spectrum (hH : H.IsHermitian) (hC : C.PosSemidef)
    (hd : ∀ i, C i i = 1) :
    lmin hH ≤ lmin (dephased_isHermitian hH hC.isHermitian) ∧
      lmax (dephased_isHermitian hH hC.isHermitian) ≤ lmax hH := by
  -- the unit diagonal leaves constant energy shifts untouched
  constructor
  · have h := schur_product ((le_lmin_iff hH _).1 le_rfl) hC
    have e : (H - (lmin hH : ℂ) • (1 : Matrix n n ℂ)) ⊙ C =
        H ⊙ C - (lmin hH : ℂ) • (1 : Matrix n n ℂ) := by
      ext i j
      rcases eq_or_ne i j with rfl | hij
      · simp [Matrix.hadamard_apply, hd]
      · simp [Matrix.hadamard_apply, Matrix.one_apply_ne hij]
    rw [e] at h
    exact (le_lmin_iff _ _).2 h
  · have h := schur_product ((lmax_le_iff hH _).1 le_rfl) hC
    have e : ((lmax hH : ℂ) • (1 : Matrix n n ℂ) - H) ⊙ C =
        (lmax hH : ℂ) • (1 : Matrix n n ℂ) - H ⊙ C := by
      ext i j
      rcases eq_or_ne i j with rfl | hij
      · simp [Matrix.hadamard_apply, hd]
      · simp [Matrix.hadamard_apply, Matrix.one_apply_ne hij]
    rw [e] at h
    exact (lmax_le_iff _ _).2 h
```

The converse assumes that `C` is Hermitian and that the lower bound holds for every Hermitian `H` on the same set of sites. The all-ones matrix appears as the overlap matrix of identical one-component states, so its positivity comes from the earlier lemma, and `hJC` is $J\odot C=C$.

For the diagonal, `h1` and `h2` bound the smallest eigenvalues of $1$ and $-1$. The hypothesis passes these bounds to the products with $C$, and the diagonal elements of the resulting positive matrices give `h3` and `h4`, that is $C_{ii}-1\ge0$ and $1-C_{ii}\ge0$. These are inequalities between complex numbers, which in Mathlib's order include equality of the imaginary parts, so together they yield $C_{ii}=1$ as a complex equation.

```lean
/-- Converse: if entrywise multiplication by a Hermitian `C` never lowers the smallest eigenvalue
of a Hermitian matrix, then `C` is positive semidefinite with unit diagonal. -/
theorem posSemidef_of_narrowing (hC : C.IsHermitian)
    (h : ∀ (H : Matrix n n ℂ) (hH : H.IsHermitian),
      lmin hH ≤ lmin (dephased_isHermitian hH hC)) :
    C.PosSemidef ∧ ∀ i, C i i = 1 := by
  constructor
  · -- identical normalised environment states give the all-ones matrix, which returns `C` itself
    have hJ := overlap_posSemidef (fun (_ : n) (_ : Unit) => (1 : ℂ))
    have hJC : overlap (fun (_ : n) (_ : Unit) => (1 : ℂ)) ⊙ C = C := by
      ext i j
      simp [overlap, Matrix.hadamard_apply, dotProduct]
    have h0 : 0 ≤ lmin hJ.isHermitian := (le_lmin_iff _ 0).2 (by
      rwa [Complex.ofReal_zero, zero_smul, sub_zero])
    have h1 := (le_lmin_iff _ 0).1 (h0.trans (h _ hJ.isHermitian))
    rwa [Complex.ofReal_zero, zero_smul, sub_zero, hJC] at h1
  · intro i
    -- test with `1` and `-1`
    have hI : (1 : Matrix n n ℂ).IsHermitian := Matrix.isHermitian_one
    have h1 : 1 ≤ lmin hI := (le_lmin_iff hI 1).2 (by
      rw [Complex.ofReal_one, one_smul, sub_self]
      exact Matrix.PosSemidef.zero)
    have e2 : -(1 : Matrix n n ℂ) - ((-1 : ℝ) : ℂ) • (1 : Matrix n n ℂ) = 0 := by simp
    have h2 : -1 ≤ lmin hI.neg := (le_lmin_iff hI.neg (-1)).2 (by
      rw [e2]
      exact Matrix.PosSemidef.zero)
    have h3 := ((le_lmin_iff _ 1).1 (h1.trans (h _ hI))).diag_nonneg (i := i)
    have h4 := ((le_lmin_iff _ (-1)).1 (h2.trans (h _ hI.neg))).diag_nonneg (i := i)
    simp only [Matrix.sub_apply, Matrix.hadamard_apply, Matrix.neg_apply, Matrix.smul_apply,
      Matrix.one_apply_eq, smul_eq_mul, Complex.ofReal_neg, Complex.ofReal_one, mul_one,
      one_mul, neg_mul, sub_neg_eq_add] at h3 h4
    rw [neg_add_eq_sub] at h4
    exact le_antisymm (sub_nonneg.1 h4) (sub_nonneg.1 h3)
```

## Width under coupling to environment states

The last theorem returns to the physical setting. The hypothesis `he` says $\langle e_i|e_i\rangle=1$, which is the unit diagonal of the overlap matrix, and the claim is the difference of the two bounds. Environment states have finitely many components here. The oscillator in the two-site example has infinitely many, but its $2\times2$ overlap matrix is positive semidefinite with unit diagonal, so `dephasing_narrows_spectrum` applies to it directly.

```lean
/-- If each element `H i j` of a Hermitian `H` is multiplied by the overlap of normalised
environment states `e i` and `e j`, the distance between largest and smallest eigenvalue does
not grow. -/
theorem environment_narrows_width {m : Type*} [Fintype m] (hH : H.IsHermitian)
    (e : n → m → ℂ) (he : ∀ i, star (e i) ⬝ᵥ e i = 1) :
    lmax (dephased_isHermitian hH (overlap_posSemidef e).isHermitian) -
      lmin (dephased_isHermitian hH (overlap_posSemidef e).isHermitian) ≤
        lmax hH - lmin hH := by
  have h := dephasing_narrows_spectrum hH (overlap_posSemidef e) he
  linarith [h.1, h.2]

end

end DephasingNarrowsSpectra
```

```lean
#print axioms DephasingNarrowsSpectra.dephasing_narrows_spectrum
-- 'DephasingNarrowsSpectra.dephasing_narrows_spectrum' depends on axioms: [propext, Classical.choice, Quot.sound]
#print axioms DephasingNarrowsSpectra.posSemidef_of_narrowing
-- 'DephasingNarrowsSpectra.posSemidef_of_narrowing' depends on axioms: [propext, Classical.choice, Quot.sound]
#print axioms DephasingNarrowsSpectra.environment_narrows_width
-- 'DephasingNarrowsSpectra.environment_narrows_width' depends on axioms: [propext, Classical.choice, Quot.sound]
```
